# A symmetric sum over occupied triples reduces to i ≥ j ≥ k with weights 6, 3 and 1

The perturbative triples correction of a closed-shell molecule adds up contributions from three occupied orbitals i, j, k and three virtual orbitals a, b, c. A program can fix i, j, k and handle all a, b, c together; call this a batch, with energy E(ijk). With the energy expression used below, reordering i, j, k gives the same energy again, so for o ≥ 3 occupied orbitals most of the o³ batches are repeats.

Let f be a real function of three occupied orbitals that no permutation of its arguments changes. Then

Σ_ijk f(i,j,k) = Σ_{i≥j≥k} w(i,j,k) f(i,j,k),

where w is 6 if all indices differ, 3 if exactly two are equal and 1 if all are equal. The right side has C(o+2, 3) terms, and this number divided by o³ tends to 1/6. For real arrays with the symmetry described below and nonzero energy denominators, the formula applies to the closed-shell triples energy.

## From permutations to weights

Let ω(i,j,k) be w(i,j,k) if i ≥ j ≥ k and zero otherwise. Add ω over the six permutations of a triple:

- If all indices differ, one permutation is ordered: 1 · 6 = 6.
- If exactly two are equal, two permutations give the ordered arrangement: 2 · 3 = 6.
- If all are equal, every permutation is ordered: 6 · 1 = 6.

Let σ run over the six permutations. Since f is symmetric and a full sum may be relabelled,

6 Σ_ijk f = Σ_ijk Σ_σ ω(σ(i,j,k)) f(σ(i,j,k)) = 6 Σ_ijk ω f.

Dividing by 6 gives the formula.

## Why the batch energy is symmetric

Let e and u be the occupied and virtual orbital energies, and

D(ijk,abc) = e_i + e_j + e_k − u_a − u_b − u_c.

In canonical orbitals the amplitudes t solve D t = W. The arrays W and V are unchanged when the pairs (i,a), (j,b), (k,c) are permuted together. Hence

D(ijk,abc) t(ijk,abc) = W(ijk,abc) = W(jik,bac) = D(jik,bac) t(jik,bac) = D(ijk,abc) t(jik,bac),

and cancelling D ≠ 0 gives t the same symmetry. Exchanging the last two pairs works alike.

The batch energy is

E(ijk) = 1/3 Σ_abc t(ijk,abc) [4V(ijk,abc) + V(ijk,bca) + V(ijk,cab) − 2V(ijk,cba) − 2V(ijk,acb) − 2V(ijk,bac)].

Pair symmetry replaces ijk by jik and exchanges the first two virtual positions in every factor. Renaming a ↔ b then restores t(jik,abc) and the term 4V(jik,abc), exchanges the two terms with coefficient 1, and permutes the three with coefficient −2. So E(ijk) = E(jik). Renaming b ↔ c likewise gives E(ijk) = E(ikj), and these two exchanges generate all permutations.

If i = j = k, all six values of V in the bracket coincide. Their coefficients add up to 4 + 1 + 1 − 6 = 0, so E(iii) = 0.

## Counting the batches

Number the orbitals from 0 to o − 1. For given j there are j + 1 choices of k, so a given i has

Σ_{j=0}^{i} (j + 1) = C(i+2, 2)

batches. Pascal's rule C(n+3, 3) = C(n+2, 2) + C(n+2, 3) then gives, by induction,

Σ_{i=0}^{o−1} C(i+2, 2) = C(o+2, 3) = o(o+1)(o+2)/6.

For o > 0, division by o³ leaves (1 + 1/o)(1 + 2/o)/6, which tends to 1/6.

A program that uses the formula can loop over i, then j ≤ i, then k ≤ j. Each pass forms W and V for all a, b, c, divides W by D, contracts, and adds the result times its weight. Ten occupied orbitals need 220 batches instead of 1000, and the ten with i = j = k can be skipped. The number of batches still grows as o³; only the prefactor falls.

## Arrays, energies and weights in Lean

```lean
import Mathlib

open Finset Filter Topology

namespace PerturbativeTriples

noncomputable section

variable {o v : ℕ}
```

Orbitals are elements of `Fin o` and `Fin v`, numbered from zero, with v the number of virtual orbitals.

```lean
/-- A real array with three occupied and three virtual indices. -/
abbrev Triples (o v : ℕ) := Fin o → Fin o → Fin o → Fin v → Fin v → Fin v → ℝ

/-- The array is unchanged when neighbouring pairs among (i,a), (j,b), (k,c) are exchanged. -/
def PairSymmetric (X : Triples o v) : Prop :=
  ∀ i j k a b c, X i j k a b c = X j i k b a c ∧ X i j k a b c = X i k j a c b

/-- A function of three occupied orbitals is unchanged by exchanging neighbouring arguments,
and so by every permutation. -/
def Symmetric3 (f : Fin o → Fin o → Fin o → ℝ) : Prop :=
  ∀ i j k, f i j k = f j i k ∧ f i j k = f i k j
```

Both symmetry definitions require only exchanges of neighbours, which generate the rest.

```lean
/-- The triples denominator: three occupied minus three virtual orbital energies. -/
def denominator (e : Fin o → ℝ) (u : Fin v → ℝ) : Triples o v :=
  fun i j k a b c => e i + e j + e k - u a - u b - u c

/-- The closed-shell triples energy of one batch i, j, k, from amplitudes t and an array V. -/
def batchEnergy (t V : Triples o v) (i j k : Fin o) : ℝ :=
  1 / 3 * ∑ a, ∑ b, ∑ c, t i j k a b c *
    (4 * V i j k a b c + V i j k b c a + V i j k c a b
      - 2 * V i j k c b a - 2 * V i j k a c b - 2 * V i j k b a c)
```

The array `V` is not a potential: in the triples correction it combines the connected term W with products of single amplitudes and integrals. The energy expression is taken as a definition. That the W and V built from coupled-cluster amplitudes and integrals are pair symmetric is assumed. Neither the expression nor this symmetry is derived here from coupled-cluster theory.

```lean
/-- The batches: triples of occupied orbitals with i ≥ j ≥ k. -/
def batches (o : ℕ) : Finset (Fin o × Fin o × Fin o) :=
  univ.filter fun p => p.2.2 ≤ p.2.1 ∧ p.2.1 ≤ p.1

/-- The weight is 1 if all indices are equal, 3 if exactly two are, and 6 if all differ. -/
def batchWeight (i j k : Fin o) : ℝ :=
  if i = j ∧ j = k then 1 else if i = j ∨ j = k ∨ i = k then 3 else 6

/-- The batch weight for i ≥ j ≥ k, and zero for every other order. -/
def orderedWeight (i j k : Fin o) : ℝ :=
  if k ≤ j ∧ j ≤ i then batchWeight i j k else 0
```

A batch is stored as a nested pair `p`, so i, j, k are `p.1`, `p.2.1`, `p.2.2`. The function `orderedWeight` is ω.

## Symmetry passes from the arrays to the energy

```lean
/-- A product of three pair factors g(i,a) g(j,b) g(k,c) is pair symmetric. -/
theorem pairSymmetric_witness (g : Fin o → Fin v → ℝ) :
    PairSymmetric (fun i j k a b c => g i a * g j b * g k c) := by
  simp only [PairSymmetric]
  intro i j k a b c
  constructor <;> ring
```

Products of pair factors give explicit arrays with the required symmetry.

```lean
/-- If no denominator vanishes, amplitudes solving D t = W inherit the pair symmetry of W. -/
theorem amplitudes_pairSymmetric (e : Fin o → ℝ) (u : Fin v → ℝ) {t W : Triples o v}
    (hD : ∀ i j k a b c, denominator e u i j k a b c ≠ 0) (hW : PairSymmetric W)
    (ht : ∀ i j k a b c, denominator e u i j k a b c * t i j k a b c = W i j k a b c) :
    PairSymmetric t := by
  intro i j k a b c
  constructor
  · apply mul_left_cancel₀ (hD i j k a b c)
    rw [ht i j k a b c, (hW i j k a b c).1, ← ht j i k b a c]
    unfold denominator
    ring
  · apply mul_left_cancel₀ (hD i j k a b c)
    rw [ht i j k a b c, (hW i j k a b c).2, ← ht i k j a c b]
    unfold denominator
    ring
```

The hypothesis `hD` holds, for instance, when every occupied level lies below every virtual level. `mul_left_cancel₀` cancels the denominator, and `ring` checks that D is unchanged by the exchange.

```lean
/-- For pair-symmetric t and V the batch energy is symmetric in the occupied orbitals. -/
theorem batchEnergy_symmetric {t V : Triples o v} (ht : PairSymmetric t)
    (hV : PairSymmetric V) : Symmetric3 (batchEnergy t V) := by
  intro i j k
  unfold batchEnergy
  constructor
  · -- relabel a and b
    refine congrArg (fun x : ℝ => 1 / 3 * x) (Finset.sum_comm.trans ?_)
    refine sum_congr rfl fun b _ => sum_congr rfl fun a _ => sum_congr rfl fun c _ => ?_
    rw [(ht i j k a b c).1, (hV i j k a b c).1, (hV i j k b c a).1, (hV i j k c a b).1,
      (hV i j k c b a).1, (hV i j k a c b).1, (hV i j k b a c).1]
    ring
  · -- relabel b and c
    refine congrArg (fun x : ℝ => 1 / 3 * x) (sum_congr rfl fun a _ => ?_)
    refine Finset.sum_comm.trans ?_
    refine sum_congr rfl fun c _ => sum_congr rfl fun b _ => ?_
    rw [(ht i j k a b c).2, (hV i j k a b c).2, (hV i j k b c a).2, (hV i j k c a b).2,
      (hV i j k c b a).2, (hV i j k a c b).2, (hV i j k b a c).2]
    ring
```

`Finset.sum_comm` renames the virtual indices; the rewrites apply pair symmetry to t and to each of the six V terms.

```lean
/-- For pair-symmetric V a batch with three equal occupied orbitals has zero energy. -/
theorem batchEnergy_diagonal (t : Triples o v) {V : Triples o v} (hV : PairSymmetric V)
    (i : Fin o) : batchEnergy t V i i i = 0 := by
  unfold batchEnergy
  refine mul_eq_zero_of_right _ (sum_eq_zero fun a _ => sum_eq_zero fun b _ =>
    sum_eq_zero fun c _ => mul_eq_zero_of_right _ ?_)
  linarith [(hV i i i a b c).1, (hV i i i a b c).2, (hV i i i b a c).2,
    (hV i i i a c b).1, (hV i i i c a b).2]
```

Here `linarith` combines equalities between the permuted values of V to make the bracket vanish. No symmetry of t is needed.

## The weighted sum

```lean
/-- The ordered weights of the six permutations of any triple add up to 6. -/
theorem orderedWeight_orbit (i j k : Fin o) :
    orderedWeight i j k + orderedWeight j i k + orderedWeight i k j
      + orderedWeight j k i + orderedWeight k i j + orderedWeight k j i = 6 := by
  have tri : ∀ x y : Fin o, (x < y ∧ x ≤ y ∧ ¬ y ≤ x ∧ x ≠ y ∧ y ≠ x) ∨ x = y ∨
      (y < x ∧ y ≤ x ∧ ¬ x ≤ y ∧ x ≠ y ∧ y ≠ x) := by
    intro x y
    rcases lt_trichotomy x y with h | h | h
    · exact Or.inl ⟨h, h.le, not_le_of_gt h, h.ne, h.ne'⟩
    · exact Or.inr (Or.inl h)
    · exact Or.inr (Or.inr ⟨h, h.le, not_le_of_gt h, h.ne', h.ne⟩)
  have h1 := tri i j
  have h2 := tri j k
  have h3 := tri i k
  clear tri
  -- inconsistent orderings are excluded by omega, the others are evaluated
  rcases h1 with ⟨a1, a2, a3, a4, a5⟩ | rfl | ⟨a1, a2, a3, a4, a5⟩ <;>
  rcases h2 with ⟨b1, b2, b3, b4, b5⟩ | rfl | ⟨b1, b2, b3, b4, b5⟩ <;>
  rcases h3 with ⟨c1, c2, c3, c4, c5⟩ | h3 | ⟨c1, c2, c3, c4, c5⟩ <;>
  first
  | omega
  | norm_num [orderedWeight, batchWeight, *]
```

Each pair of indices is less, equal or greater, which makes 27 cases. `omega` removes the contradictory ones and `norm_num` evaluates the weights in the others.

```lean
/-- The full sum of a symmetric function over occupied triples equals its weighted sum over
the batches i ≥ j ≥ k. -/
theorem sum_eq_weighted_batches {f : Fin o → Fin o → Fin o → ℝ} (hf : Symmetric3 f) :
    ∑ i, ∑ j, ∑ k, f i j k =
      ∑ p ∈ batches o, batchWeight p.1 p.2.1 p.2.2 * f p.1 p.2.1 p.2.2 := by
  obtain ⟨g, hg⟩ : ∃ g : Fin o → Fin o → Fin o → ℝ,
      ∀ i j k, g i j k = orderedWeight i j k * f i j k :=
    ⟨fun i j k => orderedWeight i j k * f i j k, fun _ _ _ => rfl⟩
  have hR : ∑ p ∈ batches o, batchWeight p.1 p.2.1 p.2.2 * f p.1 p.2.1 p.2.2
      = ∑ i, ∑ j, ∑ k, g i j k := by
    simp only [batches, sum_filter, Fintype.sum_prod_type, hg, orderedWeight, ite_mul, zero_mul]
  -- a full sum does not change when its indices are relabelled
  have s1 : ∀ h : Fin o → Fin o → Fin o → ℝ,
      ∑ i, ∑ j, ∑ k, h j i k = ∑ i, ∑ j, ∑ k, h i j k := fun h => Finset.sum_comm
  have s2 : ∀ h : Fin o → Fin o → Fin o → ℝ,
      ∑ i, ∑ j, ∑ k, h i k j = ∑ i, ∑ j, ∑ k, h i j k :=
    fun h => sum_congr rfl fun i _ => Finset.sum_comm
  have e3 := (s1 (fun a b c => g a c b)).trans (s2 g)
  have e4 := (s2 (fun a b c => g b a c)).trans (s1 g)
  have e5 := (s1 (fun a b c => g c a b)).trans e4
  have key : ∑ i, ∑ j, ∑ k, 6 * f i j k = ∑ i, ∑ j, ∑ k,
      (g i j k + g j i k + g i k j + g j k i + g k i j + g k j i) := by
    refine sum_congr rfl fun i _ => sum_congr rfl fun j _ => sum_congr rfl fun k _ => ?_
    have a := (hf i j k).1
    have b := (hf i j k).2
    have c := a.trans (hf j i k).2
    have d := b.trans (hf i k j).1
    have e := d.trans (hf k i j).2
    simp only [hg]
    linear_combination (-f i j k) * orderedWeight_orbit i j k + orderedWeight j i k * a
      + orderedWeight i k j * b + orderedWeight j k i * c + orderedWeight k i j * d
      + orderedWeight k j i * e
  simp only [sum_add_distrib, ← mul_sum] at key
  rw [hR]
  linarith [s1 g, s2 g]
```

Here `g` is ω f, and `s1` and `s2` relabel full sums. The central identity `key` is closed by `linear_combination`, which takes known equations with chosen coefficients and asks `ring` to confirm that they add up to the goal. The weight identity is multiplied by −f(i,j,k), and each symmetry equation f(i,j,k) = f(σ(i,j,k)) by the weight ω(σ(i,j,k)). The mixed products cancel, leaving 6f equal to the sum of the six permuted values of `g`.

```lean
/-- If no denominator vanishes, W and V are pair symmetric and t solves D t = W, the closed-shell
triples energy is the weighted sum of its batch energies over i ≥ j ≥ k. -/
theorem triples_energy_batched (e : Fin o → ℝ) (u : Fin v → ℝ) {t W V : Triples o v}
    (hD : ∀ i j k a b c, denominator e u i j k a b c ≠ 0)
    (hW : PairSymmetric W) (hV : PairSymmetric V)
    (ht : ∀ i j k a b c, denominator e u i j k a b c * t i j k a b c = W i j k a b c) :
    ∑ i, ∑ j, ∑ k, batchEnergy t V i j k =
      ∑ p ∈ batches o, batchWeight p.1 p.2.1 p.2.2 * batchEnergy t V p.1 p.2.1 p.2.2 :=
  sum_eq_weighted_batches
    (batchEnergy_symmetric (amplitudes_pairSymmetric e u hD hW ht) hV)
```

This theorem applies the formula to the triples energy, written as the full sum of `batchEnergy`.

## The number of batches and its limit

```lean
/-- Summing F over the orbitals up to i is summing over the numbers 0 to i. -/
theorem sum_below (i : Fin o) (F : ℕ → ℕ) :
    ∑ j : Fin o, (if j ≤ i then F j else 0) = ∑ j ∈ range ((i : ℕ) + 1), F j := by
  calc ∑ j : Fin o, (if j ≤ i then F j else 0)
      = ∑ j : Fin o, (if (j : ℕ) ≤ (i : ℕ) then F j else 0) :=
        sum_congr rfl fun j _ => if_congr Fin.le_def rfl rfl
    _ = ∑ j ∈ range o, (if j ≤ (i : ℕ) then F j else 0) :=
        Fin.sum_univ_eq_sum_range (fun j => if j ≤ (i : ℕ) then F j else 0) o
    _ = ∑ j ∈ range ((i : ℕ) + 1), F j := by
        rw [← sum_filter]
        refine sum_congr ?_ fun _ _ => rfl
        ext j
        simp only [mem_filter, mem_range]
        have := i.isLt
        omega
```

This lemma turns a sum over orbitals up to i into a sum over natural numbers.

```lean
/-- For o occupied orbitals the number of batches is the binomial coefficient (o+2 over 3). -/
theorem card_batches (o : ℕ) : (batches o).card = (o + 2).choose 3 := by
  have h1 : ∀ n : ℕ, ∑ j ∈ range n, (j + 1) = (n + 1).choose 2 := by
    intro n
    induction n with
    | zero => rfl
    | succ n ih =>
      have e : (n + 1 + 1).choose 2 = (n + 1).choose 1 + (n + 1).choose 2 :=
        Nat.choose_succ_succ' (n + 1) 1
      rw [sum_range_succ, ih, e, Nat.choose_one_right]
      omega
  have h2 : ∀ n : ℕ, ∑ i ∈ range n, (i + 2).choose 2 = (n + 2).choose 3 := by
    intro n
    induction n with
    | zero => rfl
    | succ n ih =>
      have e : (n + 1 + 2).choose 3 = (n + 2).choose 2 + (n + 2).choose 3 :=
        Nat.choose_succ_succ' (n + 2) 2
      rw [sum_range_succ, ih, e]
      omega
  -- count k first, then j, then i
  have hk : ∀ i j : Fin o, ∑ k : Fin o, (if k ≤ j ∧ j ≤ i then 1 else 0 : ℕ)
      = if j ≤ i then (j : ℕ) + 1 else 0 := by
    intro i j
    by_cases h : j ≤ i
    · have e := sum_below j (fun _ => 1)
      simp only [h, and_true, ↓reduceIte]
      exact e.trans (by simp)
    · simp [h]
  have hj : ∀ i : Fin o, ∑ j : Fin o, (if j ≤ i then (j : ℕ) + 1 else 0)
      = ((i : ℕ) + 2).choose 2 := fun i => (sum_below i (fun j => j + 1)).trans (h1 _)
  simp only [batches, card_filter, Fintype.sum_prod_type, hk, hj]
  exact (Fin.sum_univ_eq_sum_range (fun i => (i + 2).choose 2) o).trans (h2 o)
```

`hk` and `hj` count k and then j; `h1` and `h2` are the two binomial sums, proved by induction with Pascal's rule.

```lean
/-- The number of batches divided by o³ tends to 1/6 as the number o of occupied orbitals
grows. -/
theorem batch_ratio_tendsto :
    Tendsto (fun n : ℕ => ((batches n).card : ℝ) / (n : ℝ) ^ 3) atTop (𝓝 (1 / 6)) := by
  have hc : ∀ n : ℕ, (6 : ℝ) * ((n + 2).choose 3 : ℕ) = n * (n + 1) * (n + 2) := by
    intro n
    induction n with
    | zero => norm_num [Nat.choose]
    | succ n ih =>
      have e : (n + 1 + 2).choose 3 = (n + 2).choose 2 + (n + 2).choose 3 :=
        Nat.choose_succ_succ' (n + 2) 2
      have c2 := Nat.cast_choose_two ℝ (n + 2)
      rw [e]
      push_cast at c2 ⊢
      linear_combination ih + 6 * c2
  have hi : Tendsto (fun n : ℕ => (n : ℝ)⁻¹) atTop (𝓝 0) :=
    tendsto_inv_atTop_zero.comp tendsto_natCast_atTop_atTop
  have lim : Tendsto (fun n : ℕ => (1 + (n : ℝ)⁻¹) * (1 + 2 * (n : ℝ)⁻¹) / 6)
      atTop (𝓝 (1 / 6)) := by
    have e : (1 + 0) * (1 + 2 * 0) / 6 = (1 / 6 : ℝ) := by norm_num
    rw [← e]
    exact ((hi.const_add 1).mul ((hi.const_mul 2).const_add 1)).div_const 6
  refine lim.congr' ?_
  filter_upwards [eventually_gt_atTop 0] with n hn
  have h0 : (n : ℝ) ≠ 0 := Nat.cast_ne_zero.mpr hn.ne'
  have hu : (n : ℝ) * (n : ℝ)⁻¹ = 1 := mul_inv_cancel₀ h0
  rw [card_batches, eq_div_iff (pow_ne_zero 3 h0)]
  generalize (n : ℝ)⁻¹ = u at hu ⊢
  linear_combination (3 * (n : ℝ) ^ 2 + 2 * n * (n * u + 1)) / 6 * hu - hc n / 6

end

end PerturbativeTriples
```

`hc` is the cubic formula for the binomial coefficient, and `lim` is the limit of the product form. The two expressions agree for n > 0, which is enough for a limit at infinity.

```lean
#print axioms PerturbativeTriples.batchEnergy_diagonal
-- 'PerturbativeTriples.batchEnergy_diagonal' depends on axioms: [propext, Classical.choice, Quot.sound]
#print axioms PerturbativeTriples.sum_eq_weighted_batches
-- 'PerturbativeTriples.sum_eq_weighted_batches' depends on axioms: [propext, Classical.choice, Quot.sound]
#print axioms PerturbativeTriples.triples_energy_batched
-- 'PerturbativeTriples.triples_energy_batched' depends on axioms: [propext, Classical.choice, Quot.sound]
#print axioms PerturbativeTriples.batch_ratio_tendsto
-- 'PerturbativeTriples.batch_ratio_tendsto' depends on axioms: [propext, Classical.choice, Quot.sound]
```
